# Bogoliubov modes of a Hermitian boson matrix: zero norm at non-real frequency, real nonzero frequencies when the matrix is positive definite

## One boson pair

Take two boson modes a and b of equal energy ε, created and destroyed in pairs with real strength Δ. With ħ = 1 the Hamiltonian is

ε(a†a + b†b) + Δ(a†b† + ab).

The Heisenberg equations couple a to b†:

i da/dt = εa + Δb†

i db†/dt = −Δa − εb†

Amplitudes (u, v) that evolve with the common factor exp(−iωt) therefore satisfy

εu + Δv = ωu

−Δu − εv = ωv

Multiply the first equation by conj u and the second by −conj v, and add:

ε(|u|² + |v|²) + Δ(conj u · v + conj v · u) = ω(|u|² − |v|²).

The left side is real. If ω is not real, |u|² − |v|² must vanish. If ε > |Δ|, the left side is positive for every nonzero (u, v), so ω is real and nonzero and has the sign of |u|² − |v|². The theorems below extend this argument to finitely many modes with a Hermitian coefficient matrix H.

## The metric and the Bogoliubov norm

```lean
import Mathlib

open Matrix
open scoped ComplexOrder ComplexConjugate

namespace BosonicBogoliubov

noncomputable section

variable {m n : Type*} [Fintype m] [Fintype n] [DecidableEq m] [DecidableEq n]
```

The finite index types `m` and `n` label the particle and hole amplitudes. They may differ in size. Their disjoint union `m ⊕ n` labels the whole vector x = (u, v), with uᵢ written `x (Sum.inl i)` and vⱼ written `x (Sum.inr j)`.

```lean
/-- The bosonic metric `diag(1, -1)`: plus one on the particle block `m`, minus one on the
hole block `n`. -/
def eta (m n : Type*) [DecidableEq m] [DecidableEq n] : Matrix (m ⊕ n) (m ⊕ n) ℂ :=
  fromBlocks 1 0 0 (-1)
```

This is η = diag(1, −1) in blocks. The minus sign comes from the boson commutator, which changes sign when a creation operator takes the place of an annihilation operator.

```lean
/-- The dynamical matrix `eta H` of a quadratic boson Hamiltonian with coefficient matrix `H`. -/
def dynMatrix (H : Matrix (m ⊕ n) (m ⊕ n) ℂ) : Matrix (m ⊕ n) (m ⊕ n) ℂ :=
  eta m n * H
```

The dynamical matrix is ηH. For the pair above it has rows (ε, Δ) and (−Δ, −ε). The step from boson operators to this matrix, through the commutators and the Heisenberg equations, is physics supplied from outside: the Lean code starts from the matrix.

```lean
/-- The Bogoliubov norm `∑ |u|² - ∑ |v|²` of a vector with particle part `u` and hole part `v`. -/
def modeNorm (x : m ⊕ n → ℂ) : ℝ :=
  ∑ i, ‖x (Sum.inl i)‖ ^ 2 - ∑ j, ‖x (Sum.inr j)‖ ^ 2
```

This defines the real number

N(x) = Σᵢ |uᵢ|² − Σⱼ |vⱼ|².

Despite its name, `modeNorm` is not a norm in the mathematical sense, since it can be negative, or zero for a nonzero vector.

```lean
lemma eta_mul_eta : eta m n * eta m n = 1 := by
  simp [eta, fromBlocks_multiply]
```

The metric is its own inverse: η² = 1.

```lean
omit [Fintype m] [Fintype n] in
lemma eta_isHermitian : (eta m n).IsHermitian := by
  simp [Matrix.IsHermitian, eta, fromBlocks_conjTranspose]
```

It is also Hermitian: η† = η.

```lean
lemma eta_mulVec (x : m ⊕ n → ℂ) :
    eta m n *ᵥ x = Sum.elim (fun i => x (Sum.inl i)) (fun j => -x (Sum.inr j)) := by
  ext (i | j) <;> simp [eta, fromBlocks_mulVec, neg_mulVec]
```

Applied to a vector, η keeps u and reverses the sign of v. The symbol `*ᵥ` is matrix times vector, and `Sum.elim` assembles a vector from its two blocks.

```lean
/-- The Bogoliubov norm is the quadratic form `x^H eta x`. -/
theorem form_eq_modeNorm (x : m ⊕ n → ℂ) :
    star x ⬝ᵥ eta m n *ᵥ x = (modeNorm x : ℂ) := by
  have key : ∀ z : ℂ, star z * z = (‖z‖ : ℂ) ^ 2 := fun z => Complex.conj_mul' z
  rw [eta_mulVec]
  simp only [dotProduct, Fintype.sum_sum_type, Pi.star_apply, Sum.elim_inl, Sum.elim_inr,
    mul_neg, key, Finset.sum_neg_distrib, modeNorm]
  push_cast
  ring
```

The product `⬝ᵥ` does not conjugate, so `star x` supplies the conjugation, and the left side is x†ηx (the comments in the code write x^H for x†). By hand,

x†ηx = Σᵢ conj(uᵢ)uᵢ − Σⱼ conj(vⱼ)vⱼ = N(x).

The auxiliary fact `key` is conj(z)z = |z|², applied to each term. The notation `(modeNorm x : ℂ)` means the real number N(x) regarded as a complex one.

## Moving a matrix across the inner product

```lean
omit [DecidableEq m] [DecidableEq n] in
lemma hermitian_swap {A : Matrix (m ⊕ n) (m ⊕ n) ℂ} (hA : A.IsHermitian)
    (x y : m ⊕ n → ℂ) : star x ⬝ᵥ A *ᵥ y = star (A *ᵥ x) ⬝ᵥ y := by
  rw [star_mulVec, hA.eq, dotProduct_mulVec]
```

For Hermitian A,

x†Ay = (Ax)†y,

because (Ax)† = x†A† = x†A.

```lean
/-- The mode equation `eta H x = ω x` can be rewritten as `H x = ω eta x`. -/
theorem mulVec_of_mode {H : Matrix (m ⊕ n) (m ⊕ n) ℂ} {ω : ℂ} {x : m ⊕ n → ℂ}
    (h : dynMatrix H *ᵥ x = ω • x) : H *ᵥ x = ω • (eta m n *ᵥ x) := by
  rw [← mulVec_smul, ← h, dynMatrix, mulVec_mulVec, ← Matrix.mul_assoc, eta_mul_eta,
    Matrix.one_mul]
```

The hypothesis `h` is the mode equation ηHx = ωx, with `•` for multiplication by a scalar. Multiplying by η and using η² = 1 gives

Hx = ωηx.

Lean works from the right side: it writes ωηx as η(ωx), replaces ωx by ηHx, and cancels η².

```lean
/-- The energy form of a mode is its frequency times its Bogoliubov norm. -/
theorem energy_of_mode {H : Matrix (m ⊕ n) (m ⊕ n) ℂ} {ω : ℂ} {x : m ⊕ n → ℂ}
    (h : dynMatrix H *ᵥ x = ω • x) : star x ⬝ᵥ H *ᵥ x = ω * (modeNorm x : ℂ) := by
  rw [mulVec_of_mode h, dotProduct_smul, smul_eq_mul, form_eq_modeNorm]
```

Multiplying the previous equation by x† from the left gives

x†Hx = ωN(x).

This is the identity found for the pair, now for any block sizes. It does not yet use Hermiticity of H.

## Orthogonality in the metric, and the null norm

```lean
/-- For Hermitian `H`, two modes with frequencies `ω` and `ν` are orthogonal in the metric `eta`
unless `ν` is the complex conjugate of `ω`. -/
theorem modes_orthogonal {H : Matrix (m ⊕ n) (m ⊕ n) ℂ} (hH : H.IsHermitian) {ω ν : ℂ}
    {x y : m ⊕ n → ℂ} (hx : dynMatrix H *ᵥ x = ω • x) (hy : dynMatrix H *ᵥ y = ν • y)
    (hne : conj ω ≠ ν) : star x ⬝ᵥ eta m n *ᵥ y = 0 := by
  -- evaluate `x^H H y` with `H` acting to the right, then to the left
  have h1 : star x ⬝ᵥ H *ᵥ y = ν * (star x ⬝ᵥ eta m n *ᵥ y) := by
    rw [mulVec_of_mode hy, dotProduct_smul, smul_eq_mul]
  have h2 : star x ⬝ᵥ H *ᵥ y = conj ω * (star x ⬝ᵥ eta m n *ᵥ y) := by
    rw [hermitian_swap hH, mulVec_of_mode hx, star_smul, smul_dotProduct, smul_eq_mul,
      ← hermitian_swap eta_isHermitian]
    rfl
  have h3 : (conj ω - ν) * (star x ⬝ᵥ eta m n *ᵥ y) = 0 := by
    linear_combination h1 - h2
  exact (mul_eq_zero.1 h3).resolve_left (sub_ne_zero.2 hne)
```

Let x and y be modes with frequencies ω and ν. Evaluate x†Hy in two ways. With H acting to the right (`h1`),

x†Hy = ν x†ηy.

With H acting to the left (`h2`), Hermiticity of H and then of η gives

x†Hy = (Hx)†y = (ωηx)†y = conj(ω) x†ηy.

Subtracting the two (`h3`),

(conj ω − ν) x†ηy = 0.

If ν ≠ conj ω, the first factor is nonzero and x†ηy = 0. For real frequencies this says that modes of different frequency are η-orthogonal.

```lean
/-- For Hermitian `H`, a mode whose frequency is not real has zero Bogoliubov norm. -/
theorem modeNorm_eq_zero_of_nonreal {H : Matrix (m ⊕ n) (m ⊕ n) ℂ} (hH : H.IsHermitian)
    {ω : ℂ} {x : m ⊕ n → ℂ} (h : dynMatrix H *ᵥ x = ω • x) (hω : ω.im ≠ 0) :
    modeNorm x = 0 := by
  have h0 := modes_orthogonal hH h h (fun hc => hω (Complex.conj_eq_iff_im.1 hc))
  rw [form_eq_modeNorm] at h0
  exact_mod_cast h0
```

Put y = x and ν = ω. A number with nonzero imaginary part differs from its conjugate, so the orthogonality theorem gives x†ηx = 0, that is,

N(x) = 0.

The command `exact_mod_cast` carries this from complex to real numbers. Physically, a boson operator needs a mode vector that can be scaled to N = ±1, and a mode with non-real frequency cannot be scaled that way.

## Positive definite H

```lean
/-- For positive definite `H`, the frequency of every nonzero mode is real, nonzero, and has the
sign of the Bogoliubov norm of the mode. -/
theorem frequency_of_posDef {H : Matrix (m ⊕ n) (m ⊕ n) ℂ} (hH : H.PosDef)
    {ω : ℂ} {x : m ⊕ n → ℂ} (hx : x ≠ 0) (h : dynMatrix H *ᵥ x = ω • x) :
    ω.im = 0 ∧ ω ≠ 0 ∧ SignType.sign ω.re = SignType.sign (modeNorm x) := by
  have hp := hH.dotProduct_mulVec_pos hx
  rw [energy_of_mode h] at hp
  -- real and imaginary parts of `0 < ω * modeNorm x`
  obtain ⟨h1, h2⟩ := Complex.lt_def.1 hp
  simp only [Complex.zero_re, Complex.zero_im, Complex.mul_re, Complex.mul_im,
    Complex.ofReal_re, Complex.ofReal_im, mul_zero, sub_zero, zero_add] at h1 h2
  have hN : modeNorm x ≠ 0 := right_ne_zero_of_mul h1.ne'
  refine ⟨(mul_eq_zero.1 h2.symm).resolve_right hN, ?_, ?_⟩
  · rintro rfl
    simp at h1
  · rcases pos_and_pos_or_neg_and_neg_of_mul_pos h1 with ⟨ha, hb⟩ | ⟨ha, hb⟩
    · rw [sign_pos ha, sign_pos hb]
    · rw [sign_neg ha, sign_neg hb]
```

`H.PosDef` says that H is Hermitian and that x†Hx > 0 for every x ≠ 0. Physically, every nonzero amplitude costs energy, so the state around which the Hamiltonian was expanded is a strict minimum of the quadratic energy.

The identity x†Hx = ωN(x) now reads

0 < ωN(x).

For complex numbers, Lean's inequality means that the real parts are ordered and the imaginary parts are equal. Since N(x) is real, this gives

Re ω · N(x) > 0

Im ω · N(x) = 0

These are `h1` and, up to the order of its sides, `h2`. The first shows that N(x) ≠ 0, that ω ≠ 0, and that Re ω and N(x) have the same sign. The second then gives Im ω = 0. The three parts of the conclusion state exactly this, with `SignType.sign` taking the values −1, 0 and 1. The final case split treats both factors positive, then both negative.

A negative ω is not an instability here. It belongs to a vector dominated by its hole part, which describes a creation operator instead of an annihilation operator.

Linearised time-dependent Hartree–Fock theory, also called the random-phase approximation with exchange, leads in a finite basis to the same equation Hx = ωηx, with H the stability matrix of the Hartree–Fock state. When that matrix is positive definite, the theorem makes the excitation frequencies real and nonzero.

```lean
/-- For positive semidefinite `H`, the frequency of every nonzero mode is still real. -/
theorem frequency_real_of_posSemidef {H : Matrix (m ⊕ n) (m ⊕ n) ℂ} (hH : H.PosSemidef)
    {ω : ℂ} {x : m ⊕ n → ℂ} (hx : x ≠ 0) (h : dynMatrix H *ᵥ x = ω • x) : ω.im = 0 := by
  by_contra hω
  have hN := modeNorm_eq_zero_of_nonreal hH.isHermitian h hω
  -- zero energy forces `H x = 0`, hence `ω = 0`
  have hE : star x ⬝ᵥ H *ᵥ x = 0 := by rw [energy_of_mode h, hN]; simp
  have hHx : H *ᵥ x = 0 := (hH.dotProduct_mulVec_zero_iff x).1 hE
  rw [dynMatrix, ← mulVec_mulVec, hHx, mulVec_zero] at h
  have h0 : ω = 0 := (smul_eq_zero.1 h.symm).resolve_right hx
  exact hω (by rw [h0]; rfl)
```

If H is only positive semidefinite, x†Hx may vanish for some x ≠ 0, but the frequencies remain real. Suppose Im ω ≠ 0. Then N(x) = 0 by the null-norm theorem, and hence

x†Hx = ωN(x) = 0.

A positive semidefinite matrix can be written H = B†B, so x†Hx is the squared length of Bx. Thus Bx = 0 and Hx = 0. The mode equation becomes ωx = ηHx = 0, and x ≠ 0 forces ω = 0, contradicting Im ω ≠ 0. The Lean proof takes the same route, with `hE` for the vanishing energy and `hHx` for Hx = 0, which it gets from a Mathlib lemma.

## The pair at and beyond its instability

```lean
/-- The coefficient matrix `[[ε, Δ], [Δ, ε]]` of one boson pair with energy `ε` and
pairing `Δ`. -/
def pairH (ε Δ : ℝ) : Matrix (Unit ⊕ Unit) (Unit ⊕ Unit) ℂ :=
  fromBlocks (of fun _ _ => (ε : ℂ)) (of fun _ _ => (Δ : ℂ))
    (of fun _ _ => (Δ : ℂ)) (of fun _ _ => (ε : ℂ))
```

This is the coefficient matrix of the opening example, with rows (ε, Δ) and (Δ, ε). Each block has a single index, provided by the one-element type `Unit`.

```lean
/-- The vector with particle amplitude `Δ` and hole amplitude `ω - ε`. -/
def pairMode (ε Δ : ℝ) (ω : ℂ) : Unit ⊕ Unit → ℂ :=
  Sum.elim (fun _ => (Δ : ℂ)) (fun _ => ω - ε)
```

The candidate eigenvector is (Δ, ω − ε), left unnormalised.

```lean
lemma pairH_isHermitian (ε Δ : ℝ) : (pairH ε Δ).IsHermitian := by
  unfold Matrix.IsHermitian
  ext (i | i) (j | j) <;> simp [pairH, conjTranspose_apply]
```

The matrix is real and symmetric, hence Hermitian.

```lean
lemma pairMode_ne_zero {ε Δ : ℝ} (hΔ : Δ ≠ 0) (ω : ℂ) : pairMode ε Δ ω ≠ 0 := by
  intro h
  have h0 : (Δ : ℂ) = 0 := congrFun h (Sum.inl ())
  exact hΔ (by exact_mod_cast h0)
```

The candidate is nonzero when Δ ≠ 0, since its first component is Δ.

```lean
/-- If `ω² = ε² - Δ²`, the vector `(Δ, ω - ε)` solves the mode equation of the boson pair with
frequency `ω`. -/
theorem pair_mode {ε Δ : ℝ} {ω : ℂ} (hω : ω ^ 2 = (ε : ℂ) ^ 2 - (Δ : ℂ) ^ 2) :
    dynMatrix (pairH ε Δ) *ᵥ pairMode ε Δ ω = ω • pairMode ε Δ ω := by
  rw [dynMatrix, ← mulVec_mulVec, eta_mulVec]
  ext (i | i)
  · simp [pairH, pairMode, mulVec, dotProduct, Fintype.sum_sum_type]
    ring
  · simp [pairH, pairMode, mulVec, dotProduct, Fintype.sum_sum_type]
    linear_combination -hω
```

Assume ω² = ε² − Δ². Applying ηH to (Δ, ω − ε) gives for the first component

εΔ + Δ(ω − ε) = ωΔ,

and for the second

−Δ² − ε(ω − ε) = (ε² − Δ²) − εω = ω(ω − ε).

The proof checks these two lines separately. Only the second needs the assumption on ω², which enters through `linear_combination -hω`.

```lean
/-- When `ε² < Δ²`, the boson pair has a nonzero mode with the non-real frequency
`i √(Δ² - ε²)`. -/
theorem pair_unstable {ε Δ : ℝ} (h : ε ^ 2 < Δ ^ 2) :
    let ω : ℂ := Complex.I * (√(Δ ^ 2 - ε ^ 2) : ℝ)
    ω.im ≠ 0 ∧ pairMode ε Δ ω ≠ 0 ∧
      dynMatrix (pairH ε Δ) *ᵥ pairMode ε Δ ω = ω • pairMode ε Δ ω := by
  intro ω
  have hpos : 0 < Δ ^ 2 - ε ^ 2 := sub_pos.2 h
  have hΔ : Δ ≠ 0 := by
    rintro rfl
    nlinarith [sq_nonneg ε]
  refine ⟨?_, pairMode_ne_zero hΔ ω, pair_mode ?_⟩
  · have him : ω.im = √(Δ ^ 2 - ε ^ 2) := by simp [ω]
    rw [him]
    exact (Real.sqrt_pos.2 hpos).ne'
  · have hs : ((√(Δ ^ 2 - ε ^ 2) : ℝ) : ℂ) ^ 2 = (Δ : ℂ) ^ 2 - (ε : ℂ) ^ 2 := by
      exact_mod_cast Real.sq_sqrt hpos.le
    change (Complex.I * ((√(Δ ^ 2 - ε ^ 2) : ℝ) : ℂ)) ^ 2 = _
    rw [mul_pow, Complex.I_sq, hs]
    ring
```

Let ε² < Δ², and set

ω = i√(Δ² − ε²).

Then ω² = ε² − Δ², so the preceding theorem applies. The square root is positive, which makes ω non-real, and Δ ≠ 0 because otherwise ε² would be negative. With the time factor exp(−iωt) this mode grows exponentially.

The null norm is visible directly:

|ω − ε|² = ε² + (Δ² − ε²) = Δ².

Scaled to |u|² + |v|² = 1, the mode has weight 1/2 in each block. The example also shows that Hermiticity of H alone does not make the frequencies real.

```lean
/-- At `Δ = ε > 0` the matrix of the boson pair is positive semidefinite and there is a nonzero
mode of frequency zero. -/
theorem pair_zero_mode {ε : ℝ} (hε : 0 < ε) :
    (pairH ε ε).PosSemidef ∧ pairMode ε ε 0 ≠ 0 ∧
      dynMatrix (pairH ε ε) *ᵥ pairMode ε ε 0 = 0 := by
  refine ⟨?_, pairMode_ne_zero hε.ne' 0, ?_⟩
  · refine PosSemidef.of_dotProduct_mulVec_nonneg (pairH_isHermitian ε ε) fun x => ?_
    -- the energy form is `ε |u + v|²`
    have hq : star x ⬝ᵥ pairH ε ε *ᵥ x
        = ((ε * ‖x (Sum.inl ()) + x (Sum.inr ())‖ ^ 2 : ℝ) : ℂ) := by
      push_cast
      rw [← Complex.conj_mul', map_add]
      simp [pairH, mulVec, dotProduct, Fintype.sum_sum_type]
      ring
    rw [hq]
    exact Complex.zero_le_real.2 (by positivity)
  · have h := pair_mode (ε := ε) (Δ := ε) (ω := 0) (by ring)
    rwa [zero_smul] at h

end

end BosonicBogoliubov
```

At Δ = ε > 0 the energy form is a single square:

x†Hx = ε|u + v|² ≥ 0.

This is `hq` in the proof, and it makes the matrix positive semidefinite. Setting ω = 0 in the candidate gives the vector (ε, −ε), or (1, −1)/√2 at unit length. It costs no energy and has frequency zero. Positive semidefiniteness is therefore enough for real frequencies, but not for nonzero ones.

```lean
#print axioms BosonicBogoliubov.modeNorm_eq_zero_of_nonreal
#print axioms BosonicBogoliubov.frequency_real_of_posSemidef
#print axioms BosonicBogoliubov.pair_unstable
#print axioms BosonicBogoliubov.pair_zero_mode
```

```
'BosonicBogoliubov.modeNorm_eq_zero_of_nonreal' depends on axioms: [propext, Classical.choice, Quot.sound]
'BosonicBogoliubov.frequency_real_of_posSemidef' depends on axioms: [propext, Classical.choice, Quot.sound]
'BosonicBogoliubov.pair_unstable' depends on axioms: [propext, Classical.choice, Quot.sound]
'BosonicBogoliubov.pair_zero_mode' depends on axioms: [propext, Classical.choice, Quot.sound]
```
